# The Sommerfeld factor in closed form, and hydrogen's contact density per unit energy at threshold

For every real $\eta\neq 0$,

$$S(\eta)=e^{\pi\eta}\,|\Gamma(1+i\eta)|^2=\frac{2\pi\eta}{1-e^{-2\pi\eta}} .$$

With the standard hydrogen formulas as input, this shows that the density at the nucleus per unit energy has the same limiting value when the ionization limit is approached from either side. In atomic units, the continuum value $k\,S(1/k)/(2\pi^2)$ at wave number $k$ tends to $1/\pi$ as $k$ decreases to $0$. The density $1/(\pi n^3)$ of the level with principal quantum number $n$, divided by the distance to the next level, tends to $1/\pi$ as $n$ grows.

## Density at the nucleus, above and below the limit

Take one non-relativistic electron in the field of a fixed point charge, and leave out spin. A scattering state normalised to an incoming plane wave of unit amplitude has density $S(\eta)$ at the nucleus. The parameter $\eta$ measures the strength of the Coulomb field relative to the speed of the electron and is positive for attraction and negative for repulsion. For hydrogen in atomic units, $\eta=1/k$.

The number of free states per unit volume in a shell of wave numbers is $4\pi k^2\,dk/(2\pi)^3=k^2\,dk/(2\pi^2)$. Since $E=k^2/2$ and $dE=k\,dk$, the free density of states per unit energy is $k/(2\pi^2)$. Multiplying by the Sommerfeld factor gives the continuum strength

$$C(k)=\frac{k\,S(1/k)}{2\pi^2}.$$

Below the limit, only s states have a nonzero density at the nucleus. For principal quantum number $n\ge 1$ it is $1/(\pi n^3)$, and the energy is $E_n=-1/(2n^2)$. A line has no width in this model, so a strength per unit energy is obtained by spreading it over the gap to the next level:

$$L(n)=\frac{1/(\pi n^3)}{E_{n+1}-E_n}.$$

For a single electron in a pure Coulomb field, the common limit of $C$ and $L$ means that a spectrum with intensity proportional to the contact density passes continuously from averaged lines to continuum. The same comparison applies to dipole-allowed direct optical absorption in the three-dimensional hydrogen-like model of excitons, where the density is taken at zero electron–hole separation.

## Definitions and theorems in words

In the Lean file, `sommerfeld η` is the product of the real exponential and the squared modulus of `Complex.Gamma` at $1+i\eta$. The closed form is therefore a theorem about the Gamma function and is not built into the definition. The functions `continuumStrength`, `boundEnergy`, `lineStrength` and `lineStrengthPerEnergy` are $C(k)$, $E_n$, $1/(\pi n^3)$ and $L(n)$. The wave number is a real number, and $n$ is a natural number converted to a real one where it enters a formula.

The theorem `sommerfeld_eq` states the closed form for every real $\eta\ne0$. At $\eta=0$ the definition gives $S(0)=1$, whereas Lean evaluates the quotient $0/0$ as $0$, so the formula fails there as written. The companion result `sommerfeld_neg` relates repulsion to attraction and holds for every real $\eta$.

The final theorem, `threshold_matching`, is a conjunction of two limits. The filter `𝓝[>] 0` lets $k$ approach zero through positive values only, and `atTop` lets $n$ grow without bound. Explicit error bounds are given separately, for every $k>0$ and every $n\ge1$.

The physics enters through the definitions. The file does not solve the Schrödinger equation: the scattering density, the free density of states, the bound energies and the bound densities are taken as known. Atomic units and unit nuclear charge are fixed in the threshold formulas, while $\eta$ is a free parameter in the statements about $S$ alone.

## From the Gamma function to an exponential

Let $\eta\ne0$ be real. The Gamma function commutes with complex conjugation, so

$$|\Gamma(1+i\eta)|^2=\Gamma(1+i\eta)\,\Gamma(1-i\eta).$$

The recurrence $\Gamma(1+z)=z\,\Gamma(z)$ at $z=i\eta$, followed by the reflection formula $\Gamma(z)\Gamma(1-z)=\pi/\sin(\pi z)$, gives

$$|\Gamma(1+i\eta)|^2=i\eta\,\Gamma(i\eta)\,\Gamma(1-i\eta)=\frac{i\eta\,\pi}{\sin(i\pi\eta)}=\frac{\pi\eta}{\sinh(\pi\eta)},$$

because $\sin(ix)=i\sinh x$. Multiplication by $e^{\pi\eta}$ yields

$$S(\eta)=\frac{2\pi\eta\,e^{\pi\eta}}{e^{\pi\eta}-e^{-\pi\eta}}=\frac{2\pi\eta}{1-e^{-2\pi\eta}}.$$

Conjugation also shows that $|\Gamma(1-i\eta)|=|\Gamma(1+i\eta)|$. Only the exponential prefactor changes when the field is reversed, and

$$S(-\eta)=e^{-\pi\eta}\,|\Gamma(1+i\eta)|^2=e^{-2\pi\eta}S(\eta).$$

For $\eta>0$, this is the suppression of the contact density by repulsion relative to attraction of the same strength.

## Bounds on the continuum side

Let $\eta>0$ and write $x=2\pi\eta>0$, so that $S=x/(1-e^{-x})$ with $0<1-e^{-x}<1$. Three inequalities follow.

- $S>1$, because $1-x<e^{-x}$ means $1-e^{-x}<x$.
- $S>x$, because the denominator is smaller than one.
- $S<1+x$, because this is equivalent to $x<(1+x)(1-e^{-x})$, hence to $(1+x)e^{-x}<1$, hence to $1+x<e^x$.

Now set $\eta=1/k$ with $k>0$. Multiplying $2\pi/k<S(1/k)<1+2\pi/k$ by $k/(2\pi^2)$ gives

$$\frac1\pi<C(k)<\frac1\pi+\frac{k}{2\pi^2}.$$

Both ends tend to $1/\pi$ as $k$ decreases to $0$, and so does $C(k)$. The bound is generous near threshold: inserting the closed form by hand gives the excess $C(k)-1/\pi=1/\bigl(\pi(e^{2\pi/k}-1)\bigr)$, which is exponentially small.

## Bounds on the line side

For $n\ge1$ the gap is

$$E_{n+1}-E_n=\frac{1}{2n^2}-\frac{1}{2(n+1)^2}=\frac{2n+1}{2n^2(n+1)^2}.$$

Dividing the line strength by it gives

$$L(n)=\frac{2(n+1)^2}{\pi n(2n+1)}=\frac1\pi\left(1+\frac{3n+2}{n(2n+1)}\right),$$

since $2(n+1)^2=n(2n+1)+3n+2$. The fraction in the bracket is positive. It is at most $2/n$, because $3n+2\le 2(2n+1)=4n+2$. Therefore

$$\frac1\pi<L(n)\le\frac1\pi\left(1+\frac2n\right),$$

and $L(n)$ also tends to $1/\pi$. At $n=1$ the value is $8/(3\pi)$, below the upper bound $3/\pi$.

## The Lean file

```lean
import Mathlib

open Filter Topology
open scoped Real ComplexConjugate

namespace SommerfeldFactor

noncomputable section

/-- The Sommerfeld factor `exp(πη) |Γ(1 + iη)|²` of a Coulomb field with parameter `η`,
positive for attraction and negative for repulsion. -/
def sommerfeld (η : ℝ) : ℝ :=
  Real.exp (π * η) * ‖Complex.Gamma (1 + (η : ℂ) * Complex.I)‖ ^ 2

/-- The continuum strength per unit energy at wave number `k > 0`, in atomic units:
the free density of states `k / (2π²)` times the Sommerfeld factor at `η = 1/k`. -/
def continuumStrength (k : ℝ) : ℝ := k * sommerfeld (1 / k) / (2 * π ^ 2)

/-- The bound energy `-1/(2n²)` of hydrogen in atomic units, for `n ≥ 1`. -/
def boundEnergy (n : ℕ) : ℝ := -1 / (2 * (n : ℝ) ^ 2)

/-- The strength `1/(πn³)` of the `n`-th line, for `n ≥ 1`, in atomic units. -/
def lineStrength (n : ℕ) : ℝ := 1 / (π * (n : ℝ) ^ 3)

/-- The line strength per unit energy, for `n ≥ 1`: the strength of the `n`-th line divided by
the distance to the next level. -/
def lineStrengthPerEnergy (n : ℕ) : ℝ :=
  lineStrength n / (boundEnergy (n + 1) - boundEnergy n)

/-- For real `η ≠ 0`, the squared modulus of `Γ(1 + iη)` is `πη / sinh(πη)`. -/
theorem norm_sq_Gamma (η : ℝ) (h : η ≠ 0) :
    ‖Complex.Gamma (1 + (η : ℂ) * Complex.I)‖ ^ 2 = π * η / Real.sinh (π * η) := by
  have hI : Complex.I ≠ 0 := Complex.I_ne_zero
  have hz : (η : ℂ) * Complex.I ≠ 0 := mul_ne_zero (by exact_mod_cast h) hI
  have hs : Real.sinh (π * η) ≠ 0 := fun h0 =>
    mul_ne_zero Real.pi_ne_zero h (Real.sinh_eq_zero.mp h0)
  have hsC : Complex.sinh ((π : ℂ) * (η : ℂ)) ≠ 0 := by exact_mod_cast hs
  have hconj : conj (Complex.Gamma (1 + (η : ℂ) * Complex.I))
      = Complex.Gamma (1 - (η : ℂ) * Complex.I) := by
    rw [← Complex.Gamma_conj]
    congr 1
    simp [sub_eq_add_neg]
  apply Complex.ofReal_injective
  -- recurrence and reflection formula at the imaginary point `iη`
  rw [Complex.sq_norm, ← Complex.mul_conj, hconj, add_comm (1 : ℂ) ((η : ℂ) * Complex.I),
    Complex.Gamma_add_one _ hz, mul_assoc, Complex.Gamma_mul_Gamma_one_sub,
    ← mul_assoc (π : ℂ), Complex.sin_mul_I]
  push_cast
  field_simp

/-- Closed form of the Sommerfeld factor: `S(η) = 2πη / (1 - exp(-2πη))` for every real
`η ≠ 0`, attractive or repulsive. -/
theorem sommerfeld_eq (η : ℝ) (h : η ≠ 0) :
    sommerfeld η = 2 * π * η / (1 - Real.exp (-(2 * π * η))) := by
  have hs : Real.sinh (π * η) ≠ 0 := fun h0 =>
    mul_ne_zero Real.pi_ne_zero h (Real.sinh_eq_zero.mp h0)
  have h1 : Real.exp (-(π * η)) * Real.exp (π * η) = 1 := by
    rw [← Real.exp_add]; simp
  have h2 : Real.exp (-(π * η)) * Real.exp (-(π * η)) = Real.exp (-(2 * π * η)) := by
    rw [← Real.exp_add]; congr 1; ring
  have e : 1 - Real.exp (-(2 * π * η))
      = Real.exp (-(π * η)) * (2 * Real.sinh (π * η)) := by
    rw [Real.sinh_eq]
    linear_combination h2 - h1
  rw [sommerfeld, norm_sq_Gamma η h, e, Real.exp_neg]
  field_simp

/-- Reversing the sign of the Coulomb field multiplies the Sommerfeld factor by
`exp(-2πη)`. -/
theorem sommerfeld_neg (η : ℝ) :
    sommerfeld (-η) = Real.exp (-(2 * π * η)) * sommerfeld η := by
  have hG : Complex.Gamma (1 + ((-η : ℝ) : ℂ) * Complex.I)
      = conj (Complex.Gamma (1 + (η : ℂ) * Complex.I)) := by
    rw [← Complex.Gamma_conj]
    congr 1
    simp
  have e : Real.exp (π * -η) = Real.exp (-(2 * π * η)) * Real.exp (π * η) := by
    rw [← Real.exp_add]; congr 1; ring
  rw [sommerfeld, sommerfeld, hG, RCLike.norm_conj, e, mul_assoc]

/-- For an attractive field, `η > 0`, the Sommerfeld factor exceeds one and lies strictly
between `2πη` and `1 + 2πη`. -/
theorem sommerfeld_bounds (η : ℝ) (h : 0 < η) :
    1 < sommerfeld η ∧ 2 * π * η < sommerfeld η ∧ sommerfeld η < 1 + 2 * π * η := by
  rw [sommerfeld_eq η h.ne']
  have hx : 0 < 2 * π * η := by positivity
  generalize 2 * π * η = x at hx ⊢
  have hp : 0 < Real.exp (-x) := Real.exp_pos _
  have hlt : Real.exp (-x) < 1 := Real.exp_lt_one_iff.mpr (by linarith)
  have hd : 0 < 1 - Real.exp (-x) := by linarith
  have h1 : -x + 1 < Real.exp (-x) := Real.add_one_lt_exp (by linarith)
  have h2 : x + 1 < Real.exp x := Real.add_one_lt_exp hx.ne'
  have h3 : Real.exp (-x) * Real.exp x = 1 := by
    rw [← Real.exp_add]; simp
  have h4 : Real.exp (-x) * (x + 1) < Real.exp (-x) * Real.exp x :=
    mul_lt_mul_of_pos_left h2 hp
  refine ⟨?_, ?_, ?_⟩
  · rw [lt_div_iff₀ hd]; linarith
  · rw [lt_div_iff₀ hd]; nlinarith [mul_pos hx hp]
  · rw [div_lt_iff₀ hd]; nlinarith

/-- At every wave number `k > 0` the continuum strength exceeds `1/π` by less than
`k / (2π²)`. -/
theorem continuumStrength_bounds (k : ℝ) (hk : 0 < k) :
    1 / π < continuumStrength k ∧ continuumStrength k < 1 / π + k / (2 * π ^ 2) := by
  have hπ : π ≠ 0 := Real.pi_ne_zero
  have hk0 : k ≠ 0 := hk.ne'
  have hc : 0 < 2 * π ^ 2 := by positivity
  obtain ⟨-, hl, hu⟩ := sommerfeld_bounds (1 / k) (by positivity)
  constructor
  · calc 1 / π = k * (2 * π * (1 / k)) / (2 * π ^ 2) := by field_simp
      _ < continuumStrength k :=
        div_lt_div_of_pos_right (mul_lt_mul_of_pos_left hl hk) hc
  · calc continuumStrength k < k * (1 + 2 * π * (1 / k)) / (2 * π ^ 2) :=
        div_lt_div_of_pos_right (mul_lt_mul_of_pos_left hu hk) hc
      _ = 1 / π + k / (2 * π ^ 2) := by
        field_simp
        ring

/-- For every `n ≥ 1` the line strength per unit energy is larger than `1/π` and at most
`(1 + 2/n)/π`. -/
theorem lineStrengthPerEnergy_bounds (n : ℕ) (hn : 1 ≤ n) :
    1 / π < lineStrengthPerEnergy n ∧ lineStrengthPerEnergy n ≤ (1 + 2 / (n : ℝ)) / π := by
  have hx : (0 : ℝ) < n := by exact_mod_cast hn
  have hπ : 0 < π := Real.pi_pos
  -- the spacing of neighbouring levels
  have hgap : boundEnergy (n + 1) - boundEnergy n
      = (2 * (n : ℝ) + 1) / (2 * (n : ℝ) ^ 2 * ((n : ℝ) + 1) ^ 2) := by
    unfold boundEnergy
    push_cast
    field_simp
    ring
  have hform : lineStrengthPerEnergy n
      = (1 + (3 * (n : ℝ) + 2) / ((n : ℝ) * (2 * (n : ℝ) + 1))) / π := by
    rw [lineStrengthPerEnergy, hgap, lineStrength]
    field_simp
    ring
  have hpos : 0 < (3 * (n : ℝ) + 2) / ((n : ℝ) * (2 * (n : ℝ) + 1)) := by positivity
  have hle : (3 * (n : ℝ) + 2) / ((n : ℝ) * (2 * (n : ℝ) + 1)) ≤ 2 / (n : ℝ) := by
    rw [div_le_div_iff₀ (by positivity) hx]
    nlinarith [sq_nonneg (n : ℝ)]
  rw [hform]
  constructor
  · exact div_lt_div_of_pos_right (by linarith) hπ
  · gcongr

/-- Continuity of strength across the ionization threshold: the continuum strength as `k`
decreases to zero and the line strength per unit energy as `n` grows both tend to `1/π`. -/
theorem threshold_matching :
    Tendsto continuumStrength (𝓝[>] 0) (𝓝 (1 / π)) ∧
      Tendsto lineStrengthPerEnergy atTop (𝓝 (1 / π)) := by
  constructor
  · have hc : Continuous (fun k : ℝ => 1 / π + k / (2 * π ^ 2)) := by fun_prop
    have hu : Tendsto (fun k : ℝ => 1 / π + k / (2 * π ^ 2)) (𝓝[>] 0) (𝓝 (1 / π)) := by
      have h0 := (hc.tendsto 0).mono_left (nhdsWithin_le_nhds (s := Set.Ioi (0 : ℝ)))
      rwa [zero_div, add_zero] at h0
    refine tendsto_of_tendsto_of_tendsto_of_le_of_le' tendsto_const_nhds hu ?_ ?_
    · filter_upwards [self_mem_nhdsWithin] with k hk
      exact (continuumStrength_bounds k hk).1.le
    · filter_upwards [self_mem_nhdsWithin] with k hk
      exact (continuumStrength_bounds k hk).2.le
  · have hu : Tendsto (fun n : ℕ => (1 + 2 / (n : ℝ)) / π) atTop (𝓝 (1 / π)) := by
      have h0 := ((tendsto_const_div_atTop_nhds_zero_nat (2 : ℝ)).const_add 1).div_const π
      rwa [add_zero] at h0
    refine tendsto_of_tendsto_of_tendsto_of_le_of_le' tendsto_const_nhds hu ?_ ?_
    · filter_upwards [eventually_ge_atTop 1] with n hn
      exact (lineStrengthPerEnergy_bounds n hn).1.le
    · filter_upwards [eventually_ge_atTop 1] with n hn
      exact (lineStrengthPerEnergy_bounds n hn).2

end

end SommerfeldFactor
```

```lean
#print axioms SommerfeldFactor.sommerfeld_neg
-- 'SommerfeldFactor.sommerfeld_neg' depends on axioms: [propext, Classical.choice, Quot.sound]
#print axioms SommerfeldFactor.lineStrengthPerEnergy_bounds
-- 'SommerfeldFactor.lineStrengthPerEnergy_bounds' depends on axioms: [propext, Classical.choice, Quot.sound]
#print axioms SommerfeldFactor.threshold_matching
-- 'SommerfeldFactor.threshold_matching' depends on axioms: [propext, Classical.choice, Quot.sound]
```

## Reflection and conjugation in the Gamma lemmas

In `norm_sq_Gamma`, the quantity to be computed is real, while the reflection formula is complex. The step `Complex.ofReal_injective` moves the equation to the complex numbers. There `Complex.sq_norm` and `Complex.mul_conj` write the squared modulus as a number times its conjugate, and `hconj` identifies that conjugate as $\Gamma(1-i\eta)$.

The remaining rewrites are those of the derivation: `Complex.Gamma_add_one` is the recurrence, `Complex.Gamma_mul_Gamma_one_sub` is the reflection formula, and `Complex.sin_mul_I` turns the sine into a hyperbolic sine. The final `field_simp` cancels the factor $i$, using the earlier observation that $\sinh(\pi\eta)\ne0$.

The proof of `sommerfeld_eq` first establishes the identity `e`, which is

$$1-e^{-2\pi\eta}=e^{-\pi\eta}\cdot 2\sinh(\pi\eta).$$

It comes from the definition of the hyperbolic sine and two products of exponentials, `h1` and `h2`. Substituting it into the denominator reduces the claim to algebra.

For `sommerfeld_neg`, the step `hG` shows that the Gamma value at $-\eta$ is the conjugate of the value at $\eta$, and `RCLike.norm_conj` says that the two have equal modulus. This route does not use the closed form and needs no condition on $\eta$.

## Inequalities and the two squeezes

The proof of `sommerfeld_bounds` replaces $2\pi\eta$ by a single positive variable `x` and collects the exponential inequalities. `Real.add_one_lt_exp` is the strict inequality $y+1<e^y$ for $y\ne0$; it is used at $y=-x$ for `h1` and at $y=x$ for `h2`. Multiplying the latter by $e^{-x}$ gives `h4`, and with `h3` this becomes $(1+x)e^{-x}<1$. Each of the three bounds is then cleared of its positive denominator and closed by `linarith` or `nlinarith`.

In `continuumStrength_bounds`, the second and third of these bounds are taken at $\eta=1/k$. Each `calc` block multiplies by $k$ and divides by $2\pi^2$, with the equality steps doing the cancellation.

The lemma `lineStrengthPerEnergy_bounds` follows the algebra for the lines closely. Its step `hgap` is the difference of neighbouring energies, `hform` isolates the correction to $1/\pi$, `hpos` says that the correction is positive, and `hle` bounds it by $2/n$. After cross-multiplication, `hle` amounts to $n^2\ge0$, which is supplied as `sq_nonneg`.

Finally, `threshold_matching` applies the squeeze theorem `tendsto_of_tendsto_of_tendsto_of_le_of_le'` twice. The lower function is the constant $1/\pi$ in both cases. The upper function for the continuum is continuous in $k$ and equals $1/\pi$ at $k=0$; for the lines, the limit follows from $2/n\to0$. The squeeze requires the inequalities only eventually, so `filter_upwards` can restrict attention to $k>0$ in the first case and to $n\ge1$ in the second, where the explicit bounds apply.
